# In a nontrivial algebra over a field, one fermionic mode generates a copy of the 2×2 matrices

A normalised spin-orbital has two occupation states: empty, and occupied by one electron. Label them 0 and 1. The annihilator $a$ takes the occupied state to the empty one, and the creator $c$ takes the empty state to the occupied one. On two states every operator is a $2\times2$ matrix, and the basic ones are the transitions $|i\rangle\langle j|$. In second quantisation, however, one can compute with the relations

$$a^2=0,\qquad c^2=0,\qquad ac+ca=1,$$

without writing down any states. How much of the matrix picture do these relations contain?

Let $a$ and $c$ satisfy them in an associative algebra $A$ with unit over a field $K$, and put

$$e_{00}=ac,\qquad e_{01}=a,\qquad e_{10}=c,\qquad e_{11}=ca.$$

The element $ca$ is the number operator $n$, and $ac=1-n$ is the projector onto the empty state. The claim is that

$$e_{ij}e_{kl}=\delta_{jk}e_{il},\qquad e_{00}+e_{11}=1,$$

and that the four elements are linearly independent if $A$ is nontrivial, which means $1\neq0$. The letter $c$ always denotes the creator here; many texts use it for the annihilator and write $c^\dagger$ for the creator.

## From the anticommutator to the sixteen products

Multiply $ac+ca=1$ by $a$ from the left. The first term contains $a^2$ and vanishes, which leaves $aca=a$. Multiply instead by $c$ from the right. Now the term with $c^2$ vanishes, which leaves $cac=c$.

These two identities and $a^2=c^2=0$ settle every product. With the left factor labelling the row and the right factor the column, the results are:

| | $ac$ | $a$ | $c$ | $ca$ |
|---|---|---|---|---|
| $ac$ | $ac$ | $a$ | $0$ | $0$ |
| $a$ | $0$ | $0$ | $ac$ | $a$ |
| $c$ | $c$ | $ca$ | $0$ | $0$ |
| $ca$ | $0$ | $0$ | $c$ | $ca$ |

For instance, $(ac)(ac)=(aca)c=ac$ and $(ac)(ca)=a\,c^2\,a=0$. The table is the rule $e_{ij}e_{kl}=\delta_{jk}e_{il}$, and $e_{00}+e_{11}=1$ is the anticommutator itself.

The product rule can fail without $c^2=0$. In the $2\times2$ matrices take

$$a=\begin{pmatrix}0&1\\0&0\end{pmatrix},\qquad c=\begin{pmatrix}0&1\\1&0\end{pmatrix}.$$

Then $a^2=0$ and $ac+ca=1$, but $c^2=1$, so $e_{10}e_{10}$ is $1$ where the rule requires $0$.

## Reading off the coefficients of an operator

Let $X=\sum_{pq}x_{pq}e_{pq}$ with $x_{pq}\in K$. The product rule gives

$$e_{ki}\,X\,e_{jk}=\sum_{pq}x_{pq}\,e_{ki}e_{pq}e_{jk}=x_{ij}\,e_{kk},$$

because only $p=i$ and $q=j$ survive. Summing over $k$ and using $e_{00}+e_{11}=1$, we obtain

$$\sum_k e_{ki}\,X\,e_{jk}=x_{ij}\,1.$$

If $X=0$, then $x_{ij}\,1=0$. Since $1\neq0$ and $K$ is a field, every $x_{ij}$ is zero, which is linear independence.

Products follow from the same rule. With $Y=\sum_{kl}y_{kl}e_{kl}$,

$$XY=\sum_{ijkl}x_{ij}y_{kl}\,\delta_{jk}\,e_{il}=\sum_{il}\Big(\sum_j x_{ij}y_{jl}\Big)e_{il},$$

so operators multiply as their coefficient matrices do. The unit matrix corresponds to $e_{00}+e_{11}=1$. The map from matrices to operators is therefore an algebra homomorphism, and the extraction formula makes it injective when $1\neq0$. Its image contains $a$ and $c$ and consists of combinations of words in them, so it is exactly the algebra that they generate.

Conversely, suppose that elements $e_{ij}$ obey the product rule and $e_{00}+e_{11}=1$. Then $e_{01}^2=e_{10}^2=0$ and $e_{01}e_{10}+e_{10}e_{01}=e_{00}+e_{11}=1$, so $e_{01}$ and $e_{10}$ are the annihilator and creator of a mode. Since $e_{01}e_{10}=e_{00}$ and $e_{10}e_{01}=e_{11}$, this mode gives back the original four elements.

In electronic structure, the result lets any expression in the annihilator and creator of a single spin-orbital be evaluated as a $2\times2$ matrix; the annihilators and creators of different, mutually orthogonal spin-orbitals anticommute, and those signs need separate treatment.

## The mode and its four elements in Lean

The field `K` is arbitrary; for quantum mechanics it is $\mathbb C$. The algebra `A` need be neither commutative nor finite-dimensional. It may, for example, be the operator algebra of a system with many spin-orbitals, of which `a` and `c` describe one.

```lean
import Mathlib

noncomputable section

namespace SingleFermionMode

variable {K A : Type*} [Field K] [Ring A] [Algebra K A] {a c : A}
```

The three relations are collected in one proposition about a pair of elements.

```lean
/-- The algebra of one fermionic mode: the annihilator `a` and the creator `c` square to zero
and their anticommutator is one. -/
structure IsFermionMode (a c : A) : Prop where
  ann_sq : a * a = 0
  cre_sq : c * c = 0
  anticomm : a * c + c * a = 1
```

No adjoint occurs in this definition. To pass to an actual spin-orbital, one must identify `A` with operators on a Hilbert space and `c` with the Hermitian adjoint of `a`, which the hypotheses leave open.

Another model would start from an algebra with an adjoint and set $c=a^\dagger$. Then $c^2=0$ would follow from $a^2=0$, and one would also have $e_{ij}^\dagger=e_{ji}$. For an invertible $S$, the elements $SaS^{-1}$ and $ScS^{-1}$ still satisfy the three relations, but if $S$ is not unitary they need not be adjoint to each other. The purely algebraic definition includes such pairs even then.

The next definition arranges the four elements in an array, so that `modeUnit a c i j` is $e_{ij}$. The indices have type `Fin 2` and take the values 0 and 1, the two occupations.

```lean
/-- The four elements `e₀₀ = ac`, `e₀₁ = a`, `e₁₀ = c`, `e₁₁ = ca`, arranged in a square array. -/
def modeUnit (a c : A) : Matrix (Fin 2) (Fin 2) A := !![a * c, a; c, c * a]
```

A coefficient matrix `x` with entries in `K` determines the operator $\sum_{ij}x_{ij}e_{ij}$.

```lean
/-- The operator `∑ xᵢⱼ eᵢⱼ` with coefficient matrix `x`. -/
def expand (a c : A) (x : Matrix (Fin 2) (Fin 2) K) : A :=
  ∑ i, ∑ j, x i j • modeUnit a c i j
```

## The product rule and the resolution of the identity

The first theorem states $aca=a$ and $cac=c$. In each calculation, `noncomm_ring` checks the expansion that brings in the anticommutator, and the mode relations then simplify it.

```lean
/-- For a fermionic mode, annihilating, creating and annihilating again is the same as
annihilating once, and likewise with the two operators exchanged. -/
theorem triple_products (h : IsFermionMode a c) : a * c * a = a ∧ c * a * c = c := by
  constructor
  · calc a * c * a = a * (a * c + c * a) - a * a * c := by noncomm_ring
      _ = a := by rw [h.anticomm, h.ann_sq]; simp
  · calc c * a * c = (a * c + c * a) * c - a * (c * c) := by noncomm_ring
      _ = c := by rw [h.anticomm, h.cre_sq]; simp
```

In the product rule, the expression `if j = k then ... else 0` plays the part of $\delta_{jk}$. The proof first prepares the relations in a form that applies inside longer words bracketed to the right. The `fin_cases` steps then split the statement into the sixteen entries of the table, and `simp` reduces each word.

```lean
/-- The four elements of a fermionic mode multiply as matrix units:
`eᵢⱼ eₖₗ = δⱼₖ eᵢₗ`. -/
theorem modeUnit_mul (h : IsFermionMode a c) (i j k l : Fin 2) :
    modeUnit a c i j * modeUnit a c k l = if j = k then modeUnit a c i l else 0 := by
  -- rewriting rules for words in `a` and `c`, bracketed to the right
  have haa : ∀ x, a * (a * x) = 0 := fun x => by rw [← mul_assoc, h.ann_sq, zero_mul]
  have hcc : ∀ x, c * (c * x) = 0 := fun x => by rw [← mul_assoc, h.cre_sq, zero_mul]
  have haca : a * (c * a) = a := by rw [← mul_assoc]; exact (triple_products h).1
  have hcac : c * (a * c) = c := by rw [← mul_assoc]; exact (triple_products h).2
  fin_cases i <;> fin_cases j <;> fin_cases k <;> fin_cases l <;>
    simp [modeUnit, mul_assoc, h.ann_sq, h.cre_sq, haa, hcc, haca, hcac]
```

The sum of the diagonal elements is the anticommutator in the new notation.

```lean
/-- For a fermionic mode the diagonal elements resolve the identity: `e₀₀ + e₁₁ = 1`. -/
theorem modeUnit_sum (h : IsFermionMode a c) : ∑ i, modeUnit a c i i = 1 := by
  simpa [modeUnit, Fin.sum_univ_two] using h.anticomm
```

## Extraction and linear independence

The extraction formula is stated with `x i j • (1 : A)`, the scalar $x_{ij}$ times the unit of the algebra. The intermediate claim `key` is the identity $e_{ki}Xe_{jk}=x_{ij}e_{kk}$ for a single $k$. The last lines sum over $k$, take the common coefficient out and insert the resolution of the identity.

```lean
/-- For a fermionic mode, each coefficient of an operator `X = ∑ xᵢⱼ eᵢⱼ` is recovered by
sandwiching: `∑ₖ eₖᵢ X eⱼₖ = xᵢⱼ 1`. -/
theorem coefficient_extraction (h : IsFermionMode a c) (x : Matrix (Fin 2) (Fin 2) K)
    (i j : Fin 2) :
    ∑ k, modeUnit a c k i * expand a c x * modeUnit a c j k = x i j • (1 : A) := by
  -- every term of the sum picks out the same coefficient
  have key : ∀ k, modeUnit a c k i * expand a c x * modeUnit a c j k
      = x i j • modeUnit a c k k := by
    intro k
    simp only [expand, Fin.sum_univ_two, mul_add, add_mul, mul_smul_comm, smul_mul_assoc,
      modeUnit_mul h]
    fin_cases i <;> fin_cases j <;> simp [modeUnit_mul h]
  simp_rw [key]
  rw [← Finset.smul_sum, modeUnit_sum h]
```

The following theorem combines the three parts of the original claim. The hypothesis `[Nontrivial A]` says that $1\neq0$; in the zero algebra the relations hold with $a=c=0$, and independence fails. Linear independence is stated for the family indexed by pairs in `Fin 2 × Fin 2`.

For its proof, `Fintype.linearIndependent_iff` reduces independence to showing that a vanishing combination with coefficients `g` has only zero coefficients. These coefficients are put into a matrix, the combination becomes `expand` of that matrix, and extraction gives $g_{ij}\,1=0$. The last line concludes $g_{ij}=0$ from $1\neq0$.

```lean
/-- In a nontrivial algebra over a field, the elements `ac`, `a`, `c`, `ca` of a fermionic mode
multiply as matrix units, resolve the identity and are linearly independent. -/
theorem fermion_matrix_units [Nontrivial A] (h : IsFermionMode a c) :
    (∀ i j k l, modeUnit a c i j * modeUnit a c k l = if j = k then modeUnit a c i l else 0) ∧
    modeUnit a c 0 0 + modeUnit a c 1 1 = 1 ∧
    LinearIndependent K (fun p : Fin 2 × Fin 2 => modeUnit a c p.1 p.2) := by
  refine ⟨modeUnit_mul h, by simpa [Fin.sum_univ_two] using modeUnit_sum h, ?_⟩
  rw [Fintype.linearIndependent_iff]
  rintro g hg ⟨i, j⟩
  -- a vanishing combination has vanishing coefficients, by extraction
  have hx : expand a c (Matrix.of fun i j => g (i, j)) = 0 := by
    rw [Fintype.sum_prod_type] at hg
    exact hg
  have hc := coefficient_extraction h (Matrix.of fun i j => g (i, j)) i j
  rw [hx] at hc
  simp only [mul_zero, zero_mul, Finset.sum_const_zero] at hc
  exact (smul_eq_zero.mp hc.symm).resolve_right one_ne_zero
```

## The matrix algebra inside the operator algebra

The next theorem is the calculation of $XY$ above. Both sides are written out, the product rule removes the vanishing terms, and `module` compares the remaining linear combinations.

```lean
/-- For a fermionic mode, operators multiply by multiplying their coefficient matrices. -/
theorem expand_mul (h : IsFermionMode a c) (x y : Matrix (Fin 2) (Fin 2) K) :
    expand a c (x * y) = expand a c x * expand a c y := by
  simp only [expand, Matrix.mul_apply, Fin.sum_univ_two, mul_add, add_mul, mul_smul_comm,
    smul_mul_assoc, modeUnit_mul h]
  simp
  module
```

The map `expand` can now be packaged as an algebra homomorphism, whose type is written with `→ₐ[K]`. Besides the product rule, this requires linearity and the fact that the unit matrix is sent to 1.

```lean
/-- The homomorphism from two-by-two matrices to the algebra of a fermionic mode that sends a
matrix `x` to the operator `∑ xᵢⱼ eᵢⱼ`. -/
def modeHom (h : IsFermionMode a c) : Matrix (Fin 2) (Fin 2) K →ₐ[K] A :=
  AlgHom.ofLinearMap
    { toFun := expand a c
      map_add' := fun x y => by
        simp only [expand, Matrix.add_apply, add_smul, Finset.sum_add_distrib]
      map_smul' := fun r x => by
        simp only [expand, Matrix.smul_apply, smul_eq_mul, mul_smul, Finset.smul_sum,
          RingHom.id_apply] }
    (by
      change expand a c (1 : Matrix (Fin 2) (Fin 2) K) = 1
      simpa [expand, Fin.sum_univ_two] using modeUnit_sum h)
    (expand_mul h)
```

Here `Algebra.adjoin K {a, c}` is the smallest subalgebra with unit that contains `a` and `c`. The theorem says that the homomorphism is injective and that its range is this subalgebra. Together these statements give the faithful copy of the $2\times2$ matrices. The copy need not fill `A`, which may contain operators of other spin-orbitals.

Injectivity is proved by extracting the coefficients of two equal operators. For the range, `le_antisymm` separates the two inclusions. In one direction, every $e_{ij}$ is a word in `a` and `c`, so all their combinations lie in the generated subalgebra. In the other, two explicit matrices are sent to `a` and `c`.

```lean
/-- In a nontrivial algebra over a field, the subalgebra generated by the annihilator and the
creator of a fermionic mode is a faithful copy of the two-by-two matrices. -/
theorem modeHom_faithful [Nontrivial A] (h : IsFermionMode a c) :
    Function.Injective (modeHom (K := K) h) ∧
    (modeHom (K := K) h).range = Algebra.adjoin K {a, c} := by
  constructor
  · intro x y hxy
    have hxy' : expand a c x = expand a c y := hxy
    ext i j
    have e : x i j • (1 : A) = y i j • (1 : A) := by
      rw [← coefficient_extraction h x i j, ← coefficient_extraction h y i j, hxy']
    exact smul_left_injective K one_ne_zero e
  · apply le_antisymm
    · -- all four matrix units are words in `a` and `c`
      have ha : a ∈ Algebra.adjoin K {a, c} := Algebra.subset_adjoin (by simp)
      have hc : c ∈ Algebra.adjoin K {a, c} := Algebra.subset_adjoin (by simp)
      have hu : ∀ i j, modeUnit a c i j ∈ Algebra.adjoin K {a, c} := by
        intro i j
        fin_cases i <;> fin_cases j <;>
          simp [modeUnit, ha, hc, mul_mem ha hc, mul_mem hc ha]
      rintro _ ⟨x, rfl⟩
      change expand a c x ∈ Algebra.adjoin K {a, c}
      exact sum_mem fun i _ => sum_mem fun j _ => Subalgebra.smul_mem _ (hu i j) _
    · apply Algebra.adjoin_le
      intro y hy
      simp only [Set.mem_insert_iff, Set.mem_singleton_iff] at hy
      rcases hy with hy | hy
      · refine ⟨!![0, 1; 0, 0], ?_⟩
        change expand a c (!![0, 1; 0, 0] : Matrix (Fin 2) (Fin 2) K) = y
        simp [expand, modeUnit, Fin.sum_univ_two, hy]
      · refine ⟨!![0, 0; 1, 0], ?_⟩
        change expand a c (!![0, 0; 1, 0] : Matrix (Fin 2) (Fin 2) K) = y
        simp [expand, modeUnit, Fin.sum_univ_two, hy]
```

## From matrix units back to a mode

The converse takes an arbitrary array `e` of elements of `A` and assumes the product rule `hmul` and the resolution of the identity `hone`. Its conclusion has two parts: the off-diagonal elements form a mode, and `modeUnit` applied to them returns the whole array. Nontriviality is not needed. The products are evaluated with `hmul`, and `hone` supplies the anticommutator.

```lean
/-- Conversely, if `eᵢⱼ` are two-by-two matrix units that resolve the identity, then `e₀₁` and
`e₁₀` are the annihilator and creator of a fermionic mode whose four elements are the `eᵢⱼ`. -/
theorem mode_of_matrix_units (e : Matrix (Fin 2) (Fin 2) A)
    (hmul : ∀ i j k l, e i j * e k l = if j = k then e i l else 0)
    (hone : e 0 0 + e 1 1 = 1) :
    IsFermionMode (e 0 1) (e 1 0) ∧ modeUnit (e 0 1) (e 1 0) = e := by
  refine ⟨⟨by simp [hmul], by simp [hmul], by simpa [hmul] using hone⟩, ?_⟩
  ext i j
  fin_cases i <;> fin_cases j <;> simp [modeUnit, hmul]
```

Finally, explicit matrices satisfy the relations over every field. On column vectors ordered as empty, then occupied, the first matrix removes the particle and the second creates it. The proof compares the matrices entry by entry.

```lean
/-- The two-by-two matrices with a single entry one, above and below the diagonal respectively,
are the annihilator and creator of a fermionic mode. -/
theorem isFermionMode_witness :
    IsFermionMode (!![0, 1; 0, 0] : Matrix (Fin 2) (Fin 2) K) !![0, 0; 1, 0] := by
  constructor <;> ext i j <;> fin_cases i <;> fin_cases j <;>
    simp [Matrix.mul_apply, Fin.sum_univ_two]

end SingleFermionMode
```

```lean
#print axioms SingleFermionMode.fermion_matrix_units
#print axioms SingleFermionMode.modeHom_faithful
#print axioms SingleFermionMode.mode_of_matrix_units
```

```
'SingleFermionMode.fermion_matrix_units' depends on axioms: [propext, Classical.choice, Quot.sound]
'SingleFermionMode.modeHom_faithful' depends on axioms: [propext, Classical.choice, Quot.sound]
'SingleFermionMode.mode_of_matrix_units' depends on axioms: [propext, Classical.choice, Quot.sound]
```
